# The singles equation Q(1 − T)F(1 + T)P = 0 holds exactly when F leaves the transformed occupied space invariant

An orbital solver can work with single-excitation amplitudes and iterate until the virtual-occupied block of a transformed Fock matrix is zero to within a tolerance. At an exact zero the transformed occupied orbitals span an invariant subspace of the Fock matrix. A small occupied block then gives orbital energies, and for a Hermitian Fock matrix the orthogonal projector on that subspace commutes with it. The converse holds too: if the subspace is invariant, the block vanishes.

Let P be an idempotent, the projector on the reference occupied space, and let Q = 1 − P. Let T be a single excitation, meaning T = QTP, and let F be any operator, in practice a Fock operator. Then

Q(1 − T)F(1 + T)P = 0 if and only if F(1 + T)P = (1 + T)P L for some L.

When F is the Fock operator built from the orthogonal projector on the transformed occupied space itself, this coupled-cluster-like singles equation is the stationarity condition of Hartree-Fock theory. For a general fixed F it states only the invariance.

## The residual and the small Fock block in a code

In an orthonormal basis split into occupied (o) and virtual (v) orbitals, T has a single nonzero block t, with virtual rows and occupied columns. The residual block is

r = F_vo + F_vv t − t F_oo − t F_ov t.

The transformed orbitals are the columns of X, which has the identity on top and t below. Multiplying out the blocks shows that

F X − X(F_oo + F_ov t)

is zero in the occupied rows and equal to r in the virtual rows. The block r that a solver drives to zero is therefore the invariance error itself. At r = 0 the eigenvalues of the small matrix F_oo + F_ov t are eigenvalues of F. That matrix is generally not Hermitian, because the columns of X are not orthonormal.

## From T = QTP to the invariant space

The condition on T gives three relations:

PT = PQTP = (P − PP)TP = 0

TP = QTPP = QTP = T

TT = (TP)T = T(PT) = 0

Write C = (1 + T)P for the operator that carries reference orbitals to transformed ones. Then

C = P + TP = P + T

CC = PP + PT + TP + TT = P + T = C

so C is idempotent. The left factor of the residual is its complement:

Q(1 − T) = 1 − P − T + PT = 1 − P − T = 1 − C.

The residual is therefore

(1 − C)FC = (Q − T)F(P + T) = QFP + QFT − TFP − TFT,

which is quadratic in T, a Riccati expression. It vanishes exactly when FC = CFC. If that holds, L = FC satisfies FC = CL. Conversely, if FC = CL for some L, then CFC = CCL = CL = FC.

L becomes unique once its values are required to lie in the reference occupied space, PL = L. Since PC = PP + PT = P, the equation FC = CL gives PFC = PCL = PL = L. In the other direction, CP = C, so L = PFC gives CL = CPFC = CFC = FC at a solution. This L is the effective occupied Fock operator, and its occupied block is F_oo + F_ov t.

For linear operators, FC = CFC says that F maps the range of C into itself. If it holds, FCv = C(FCv) lies in the range for every vector v. If the range is invariant, FCv = Cw for some w, and then CFCv = CCw = Cw = FCv.

To reach the commutator condition, let F be self-adjoint and let D be a self-adjoint density with DC = C and CD = D, so that D and C have the same range. Suppose FC = CFC. Then

DFC = DCFC = CFC = FC

DFD = DFCD = FCD = FD

The adjoint of the last line is DFD = DF, hence FD = DF. Conversely, if FD = DF, then

FC = FDC = DFC = CDFC = CFC.

The same argument gives a row version. Because the residual is (1 − C)FC, it vanishes exactly when Q(1 − T)F = M Q(1 − T) for some M: take M = (1 − C)F in one direction, and multiply by C on the right in the other. This companion statement has no theorem in the file below.

## The Lean file

```lean
import Mathlib

namespace SinglesBrillouin

noncomputable section

variable {R : Type*} [Ring R]

/-- `P` is an idempotent reference projector and `T` is a single excitation, taking the
occupied space of `P` to the virtual space of `1 - P`. -/
structure IsSingles (P T : R) : Prop where
  idem : P * P = P
  single : T = (1 - P) * T * P

/-- The reference occupied projector followed by the singles transformation `1 + T`. -/
def occupied (P T : R) : R := (1 + T) * P

/-- The virtual-occupied block of the singles-transformed Fock operator. -/
def singlesResidual (P T F : R) : R := (1 - P) * (1 - T) * F * (1 + T) * P

/-- A single excitation has no occupied component in its output, acts only on occupied
orbitals, and vanishes when applied twice. -/
theorem single_relations {P T : R} (h : IsSingles P T) :
    P * T = 0 ∧ T * P = T ∧ T * T = 0 := by
  have h1 : P * T = 0 := by
    calc P * T = P * ((1 - P) * T * P) := by rw [← h.single]
      _ = (P - P * P) * T * P := by noncomm_ring
      _ = 0 := by rw [h.idem, sub_self, zero_mul, zero_mul]
  have h2 : T * P = T := by
    calc T * P = ((1 - P) * T * P) * P := by rw [← h.single]
      _ = (1 - P) * T * (P * P) := by rw [mul_assoc]
      _ = T := by rw [h.idem, ← h.single]
  refine ⟨h1, h2, ?_⟩
  calc T * T = (T * P) * T := by rw [h2]
    _ = T * (P * T) := by rw [mul_assoc]
    _ = 0 := by rw [h1, mul_zero]

/-- The transformed occupied operator is `P + T`, and it is idempotent. -/
theorem occupied_projector {P T : R} (h : IsSingles P T) :
    occupied P T = P + T ∧ occupied P T * occupied P T = occupied P T := by
  obtain ⟨h1, h2, h3⟩ := single_relations h
  have hC : occupied P T = P + T := by
    unfold occupied
    rw [add_mul, one_mul, h2]
  refine ⟨hC, ?_⟩
  rw [hC, add_mul, mul_add, mul_add, h.idem, h1, h2, h3, add_zero, add_zero]

/-- The singles residual is a quadratic Riccati expression in the amplitude `T`. -/
theorem singlesResidual_riccati {P T : R} (h : IsSingles P T) (F : R) :
    singlesResidual P T F =
      (1 - P) * F * P + (1 - P) * F * T - T * F * P - T * F * T := by
  obtain ⟨h1, -, -⟩ := single_relations h
  have hL : (1 - P) * (1 - T) = 1 - P - T := by
    calc (1 - P) * (1 - T) = 1 - P - T + P * T := by noncomm_ring
      _ = 1 - P - T := by rw [h1, add_zero]
  have hC : (1 + T) * P = P + T := (occupied_projector h).1
  calc singlesResidual P T F = ((1 - P) * (1 - T)) * F * ((1 + T) * P) := by
        simp only [singlesResidual, mul_assoc]
    _ = (1 - P - T) * F * (P + T) := by rw [hL, hC]
    _ = _ := by noncomm_ring

/-- The singles equation holds exactly when `F C = C F C`, where `C` is the transformed occupied
projector `occupied P T`. -/
theorem singles_iff_projected {P T : R} (h : IsSingles P T) (F : R) :
    singlesResidual P T F = 0 ↔
      F * occupied P T = occupied P T * (F * occupied P T) := by
  have hres : singlesResidual P T F =
      F * occupied P T - occupied P T * (F * occupied P T) := by
    rw [singlesResidual_riccati h, (occupied_projector h).1]
    noncomm_ring
  rw [hres, sub_eq_zero]

/-- **Singles-transformed Brillouin equation.** The virtual-occupied block of the transformed
Fock operator vanishes if and only if `F (1 + T) P = (1 + T) P L` for some `L`. -/
theorem singles_brillouin {P T : R} (h : IsSingles P T) (F : R) :
    (1 - P) * (1 - T) * F * (1 + T) * P = 0 ↔
      ∃ L : R, F * (1 + T) * P = (1 + T) * P * L := by
  have key := singles_iff_projected h F
  have hCC := (occupied_projector h).2
  unfold singlesResidual at key
  rw [key, mul_assoc F (1 + T) P]
  change F * occupied P T = _ ↔ ∃ L : R, F * occupied P T = occupied P T * L
  constructor
  · intro hF
    exact ⟨_, hF⟩
  · rintro ⟨L, hL⟩
    -- idempotency removes the extra projector
    rw [hL, ← mul_assoc, hCC]

/-- At a solution of the singles equation, an operator `L` with values in the reference occupied
space satisfies `F (1 + T) P = (1 + T) P L` if and only if `L = P F (1 + T) P`. -/
theorem effective_fock {P T F : R} (h : IsSingles P T)
    (hF : singlesResidual P T F = 0) (L : R) (hL : P * L = L) :
    F * occupied P T = occupied P T * L ↔ L = P * (F * occupied P T) := by
  have hPC : P * occupied P T = P := by
    rw [(occupied_projector h).1, mul_add, h.idem, (single_relations h).1, add_zero]
  have hCP : occupied P T * P = occupied P T := by
    unfold occupied
    rw [mul_assoc, h.idem]
  constructor
  · intro e
    rw [e, ← mul_assoc, hPC, hL]
  · intro e
    rw [e, ← mul_assoc, hCP]
    exact (singles_iff_projected h F).1 hF

/-- For linear operators, the singles equation holds exactly when `F` maps the transformed
occupied space into itself. -/
theorem singles_iff_invariant_space {K V : Type*} [Ring K] [AddCommGroup V] [Module K V]
    {P T : Module.End K V} (h : IsSingles P T) (F : Module.End K V) :
    singlesResidual P T F = 0 ↔
      ∀ v ∈ LinearMap.range (occupied P T), F v ∈ LinearMap.range (occupied P T) := by
  rw [singles_iff_projected h]
  constructor
  · rintro hF _ ⟨v, rfl⟩
    exact ⟨F (occupied P T v), (LinearMap.congr_fun hF v).symm⟩
  · intro hinv
    refine LinearMap.ext fun v => ?_
    obtain ⟨w, hw⟩ := hinv (occupied P T v) (LinearMap.mem_range_self _ v)
    change F (occupied P T v) = occupied P T (F (occupied P T v))
    rw [← hw]
    exact (LinearMap.congr_fun (occupied_projector h).2 w).symm

/-- For a self-adjoint Fock operator and a self-adjoint density `D` with the same range as the
transformed occupied projector, the singles equation is equivalent to `F D = D F`. -/
theorem singles_iff_scf [StarRing R] {P T F D : R} (h : IsSingles P T)
    (hF : star F = F) (hD : star D = D)
    (hDC : D * occupied P T = occupied P T) (hCD : occupied P T * D = D) :
    singlesResidual P T F = 0 ↔ F * D = D * F := by
  rw [singles_iff_projected h]
  generalize occupied P T = C at hDC hCD ⊢
  constructor
  · intro e
    have h1 : D * (F * C) = F * C := by
      calc D * (F * C) = D * (C * (F * C)) := by rw [← e]
        _ = (D * C) * (F * C) := by rw [mul_assoc]
        _ = F * C := by rw [hDC, ← e]
    have h2 : D * (F * D) = F * D := by
      calc D * (F * D) = D * (F * (C * D)) := by rw [hCD]
        _ = (D * (F * C)) * D := by simp only [mul_assoc]
        _ = F * (C * D) := by rw [h1, mul_assoc]
        _ = F * D := by rw [hCD]
    -- the adjoint relation supplies the other half of the commutator
    have h3 := congrArg star h2
    simp only [star_mul, hF, hD] at h3
    calc F * D = D * (F * D) := h2.symm
      _ = D * F * D := (mul_assoc D F D).symm
      _ = D * F := h3
  · intro e
    have h1 : F * C = D * (F * C) := by
      calc F * C = F * (D * C) := by rw [hDC]
        _ = (F * D) * C := by rw [mul_assoc]
        _ = D * (F * C) := by rw [e, mul_assoc]
    calc F * C = D * (F * C) := h1
      _ = (C * D) * (F * C) := by rw [hCD]
      _ = C * (D * (F * C)) := by rw [mul_assoc]
      _ = C * (F * C) := by rw [← h1]

/-- The projector on the first orbital of a two-level model. -/
def refP : Matrix (Fin 2) (Fin 2) ℝ := !![1, 0; 0, 0]

/-- The unit single excitation from the first to the second orbital. -/
def ampT : Matrix (Fin 2) (Fin 2) ℝ := !![0, 0; 1, 0]

/-- A two-level Fock matrix with equal diagonal entries `a` and coupling `b`. -/
def fock (a b : ℝ) : Matrix (Fin 2) (Fin 2) ℝ := !![a, b; b, a]

/-- The density matrix of the normalised sum of the two orbitals. -/
def dens : Matrix (Fin 2) (Fin 2) ℝ := !![1 / 2, 1 / 2; 1 / 2, 1 / 2]

/-- The two-level model satisfies the singles relations, the singles equation and the
conditions on the density, for every diagonal entry and coupling. -/
theorem singles_witness (a b : ℝ) :
    IsSingles refP ampT ∧ singlesResidual refP ampT (fock a b) = 0 ∧
      star (fock a b) = fock a b ∧ star dens = dens ∧
      dens * occupied refP ampT = occupied refP ampT ∧
      occupied refP ampT * dens = dens := by
  -- the virtual projector, written out
  have hQ : 1 - refP = !![0, 0; 0, 1] := by
    ext i j
    fin_cases i <;> fin_cases j <;> simp [refP]
  have h : IsSingles refP ampT := by
    refine ⟨?_, ?_⟩
    · ext i j
      fin_cases i <;> fin_cases j <;>
        simp [refP, Matrix.mul_apply, Fin.sum_univ_succ]
    · rw [hQ]
      ext i j
      fin_cases i <;> fin_cases j <;>
        simp [refP, ampT, Matrix.mul_apply, Fin.sum_univ_succ]
  refine ⟨h, ?_, ?_, ?_, ?_, ?_⟩
  · rw [singlesResidual_riccati h, hQ]
    ext i j
    fin_cases i <;> fin_cases j <;>
      simp [refP, ampT, fock]
  · ext i j
    fin_cases i <;> fin_cases j <;> simp [fock, Matrix.star_apply]
  · ext i j
    fin_cases i <;> fin_cases j <;> simp [dens, Matrix.star_apply]
  · rw [(occupied_projector h).1]
    ext i j
    fin_cases i <;> fin_cases j <;>
      norm_num [refP, ampT, dens, Matrix.mul_apply, Fin.sum_univ_succ]
  · rw [(occupied_projector h).1]
    ext i j
    fin_cases i <;> fin_cases j <;>
      norm_num [refP, ampT, dens, Matrix.mul_apply, Fin.sum_univ_succ]

end

end SinglesBrillouin
```

```lean
#print axioms SinglesBrillouin.singles_brillouin
#print axioms SinglesBrillouin.effective_fock
#print axioms SinglesBrillouin.singles_iff_invariant_space
#print axioms SinglesBrillouin.singles_iff_scf
```

```
'SinglesBrillouin.singles_brillouin' depends on axioms: [propext]
'SinglesBrillouin.effective_fock' depends on axioms: [propext]
'SinglesBrillouin.singles_iff_invariant_space' depends on axioms: [propext, Classical.choice, Quot.sound]
'SinglesBrillouin.singles_iff_scf' depends on axioms: [propext]
```

## How the Lean statements correspond to the operators

`R` is any ring with unit, commutative or not; square matrices and linear operators are the cases of interest. `IsSingles P T` collects the two assumptions, PP = P in `idem` and T = (1 − P)TP in `single`. P need not be self-adjoint, so an oblique projector is allowed. `occupied P T` is C, and `singlesResidual P T F` is the left side of the singles equation.

`singles_brillouin` is the main equivalence, for every F. Its L need not be unique: FC and PFC both serve at a solution, and they differ when TFC ≠ 0; `effective_fock` adds the hypothesis `P * L = L` and then identifies L as PFC. `singles_iff_invariant_space` takes `R` to be `Module.End K V`, where multiplication is composition. It needs no finite dimension, but F must be defined on all of V, which leaves out the unbounded Fock operator on the full Hilbert space. `singles_iff_scf` works in a ring with an adjoint, written `star`, which for matrices is the conjugate transpose. It takes D as given through `hDC` and `hCD`, which together with self-adjointness make D the orthogonal projector on the transformed occupied space. The equal range named in the docstring would not be enough by itself: a density with unequal fractional occupations on an invariant space need not commute with F. For complex matrices in an orthonormal basis such a D is X(1 + t†t)⁻¹X†.

`singles_witness` checks a two-level model with equal diagonal entries a and coupling b. The transformed orbital is the sum of the two basis orbitals, and `dens` projects on that sum after normalisation by 1/√2. All the conditions hold for every real a and b, including couplings for which the reference orbital alone is not an eigenvector.

## How the proof follows the algebra

`single_relations` proves the three relations for T by substituting T = QTP and regrouping. `occupied_projector` turns them into C = P + T and CC = C. `singlesResidual_riccati` rewrites the left factor as 1 − P − T and leaves the expansion to `noncomm_ring`, which normalises expressions without assuming that factors commute.

Inside `singles_iff_projected`, the step `hres` shows that the residual equals FC − C(FC), and `sub_eq_zero` turns its vanishing into an equation. `singles_brillouin` supplies FC as the witness L in one direction and uses CC = C in the other. `effective_fock` first proves PC = P and CP = C, then multiplies as above. The invariant-space theorem applies the operator identity to vectors.

In `singles_iff_scf`, `generalize` replaces `occupied P T` by a plain symbol C, since only its relations with D matter from there on. The forward direction proves DFC = FC, then DFD = FD, and takes the adjoint with `congrArg star`; only this direction uses self-adjointness. The two-level model is checked entry by entry.

## Where a code still needs its own checks

The oblique projector C is easily mistaken for the density. A solver that tests FC = CF can reject correct solutions. In the two-level model,

FC has rows (a + b, 0) and (a + b, 0)

CF has rows (a, b) and (a, b)

and these differ whenever b ≠ 0, although the residual is zero. The commutator test belongs to the self-adjoint D.

F is a fixed operator throughout. In a Hartree-Fock calculation it depends on the density, and FD = DF is the self-consistency condition only if F was built from that same D. A Fock matrix built from C instead is in general not Hermitian, and then `singles_iff_scf` does not apply. The Brillouin condition here is likewise the one-particle one: no determinants or two-electron integrals appear, and nothing is stated about matrix elements of a many-electron Hamiltonian.

In a non-orthogonal basis with overlap matrix S, the operator to insert in the main equivalence is S⁻¹F, with P and T as operator matrices in the same basis. For the commutator form it is simplest to orthonormalise first, so that `star` is the physical adjoint.

Invariance also does not select the lowest orbitals. In the two-level model the transformed orbital has energy a + b, which is the upper level when b > 0. The theorems do not address whether a solution exists for a given F and P, whether an iteration finds it, or whether it is a minimum of the energy.
